# Free-electron matching fixes Vss and Vpp of an sp chain, and unit band curvature at k = 0 then fixes Vsp²

## Which free-electron level belongs to which orbital

To match a chain with one s orbital and one p orbital per site, the p orbital pointing along the chain, to free electrons, we first choose which plane-wave energies the two orbitals stand for. Let $d>0$ be the spacing and use units with $\hbar=m=1$, so that a free electron of wave number $q$ has energy $q^2/2$. In the periodic chain, Bloch wave number $k$ collects all $q=k+2\pi n/d$ with integer $n$.

- At $k=0$, s takes the constant wave, with energy $0$. The next level, $q=\pm 2\pi/d$, has energy $2\pi^2/d^2$. It contains a sine wave that is odd about each atom, and p takes this one.
- At $k=\pi/d$, the waves $q=\pm\pi/d$ combine into a cosine for s and a sine for p, both with energy $\pi^2/(2d^2)$.

These four energies are postulated as the matching condition. A further condition, curvature one of the lower band at $k=0$, says that the effective mass there is the free-electron mass.

## The chain and its lower band

With on-site energies $\varepsilon_s,\varepsilon_p$ and nearest-neighbour couplings $V_{ss},V_{pp},V_{sp}$, define

$$S(k)=\varepsilon_s+2V_{ss}\cos kd,\quad P(k)=\varepsilon_p+2V_{pp}\cos kd,\quad M(k)=2V_{sp}\sin kd.$$

The Bloch matrix has diagonal elements $S,P$ and off-diagonal elements $\pm iM$. Its secular equation is $(S-E)(P-E)-M^2=0$, whose lower root is

$$E_-(k)=\frac{S+P}{2}-\sqrt{D},\qquad D(k)=\left(\frac{S-P}{2}\right)^2+M^2.$$

## What the theorems say

The structure `SPChain` holds the five energies and `d` as real numbers. The functions `sBand`, `pBand`, `mix`, `disc` and `lowerBand` are $S,P,M,D$ and $E_-$, and `bloch` is the complex $2\times2$ matrix. `MatchesFree` states that at $k=0$ and at $k=\pi/d$ this matrix is diagonal, with the free-electron energies chosen above as its entries. Since $M$ vanishes at both points, this does not constrain $V_{sp}$.

For `0 < c.d` and a matched chain, `free_electron_couplings` gives

$$V_{ss}=-\frac{\pi^2}{8d^2},\qquad V_{pp}=\frac{3\pi^2}{8d^2},$$

and the equivalence

$$E_-''(0)=1\iff V_{sp}^2=\frac{\pi^2(\pi^2-4)}{16d^4}.$$

The curvature condition is written `HasDerivAt (deriv (lowerBand c)) 1 0`: the slope function has derivative one at $k=0$. The sign of $V_{sp}$ stays free. `freeChain_witness` shows that a chain meeting all the conditions exists at every positive spacing.

The model has orthogonal orbitals, nearest-neighbour coupling and no electron-electron interaction. Within these limits, the result gives tight-binding couplings that scale as $d^{-2}$. The matching also fixes the on-site energies, so they cannot be set separately to atomic levels. It does not say how closely the lower band follows the free-electron parabola between the matched points.

## From four energies and one curvature to three couplings

Matching the s element gives $\varepsilon_s+2V_{ss}=0$ and $\varepsilon_s-2V_{ss}=\pi^2/(2d^2)$. Half the sum and a quarter of the difference yield

$$\varepsilon_s=\frac{\pi^2}{4d^2},\qquad V_{ss}=-\frac{\pi^2}{8d^2}.$$

For p, $\varepsilon_p+2V_{pp}=2\pi^2/d^2$ and $\varepsilon_p-2V_{pp}=\pi^2/(2d^2)$, so

$$\varepsilon_p=\frac{5\pi^2}{4d^2},\qquad V_{pp}=\frac{3\pi^2}{8d^2}.$$

For the curvature, differentiate $D$:

$$D'=\tfrac12(S-P)(S'-P')+2MM'=d\sin kd\,\big[8V_{sp}^2\cos kd+(P-S)(V_{ss}-V_{pp})\big].$$

Where $D>0$, the slope $E_-'=(S'+P')/2-D'/(2\sqrt D)$ is therefore $-d\sin kd\;G(k)$, with

$$G=V_{ss}+V_{pp}+\frac{8V_{sp}^2\cos kd+(P-S)(V_{ss}-V_{pp})}{2\sqrt D}.$$

Let $\Delta=P(0)-S(0)>0$. Then $\sqrt{D(0)}=\Delta/2$ and $G(0)=2V_{ss}+8V_{sp}^2/\Delta$. Because $\sin kd$ vanishes at $k=0$, only its own derivative contributes to the second derivative:

$$E_-''(0)=-d^2G(0)=-2V_{ss}d^2-\frac{8V_{sp}^2d^2}{\Delta}.$$

In the matched chain $\Delta=2\pi^2/d^2$, hence

$$E_-''(0)=\frac{\pi^2}{4}-\frac{4V_{sp}^2d^4}{\pi^2}.$$

Without mixing the curvature would be $\pi^2/4$, which exceeds one; mixing with p lowers it. Setting the expression equal to one and solving gives the stated $V_{sp}^2$, which is positive because $\pi>2$.

## The Lean file

```lean
import Mathlib

open Real Topology

namespace SPChainFreeElectron

noncomputable section

/-- Parameters of a chain with one s and one p orbital per site: on-site energies,
nearest-neighbour couplings and the lattice spacing `d`. -/
structure SPChain where
  es : ℝ
  ep : ℝ
  Vss : ℝ
  Vpp : ℝ
  Vsp : ℝ
  d : ℝ

/-- The s diagonal element of the Bloch matrix. -/
def sBand (c : SPChain) (k : ℝ) : ℝ := c.es + 2 * c.Vss * Real.cos (k * c.d)

/-- The p diagonal element of the Bloch matrix. -/
def pBand (c : SPChain) (k : ℝ) : ℝ := c.ep + 2 * c.Vpp * Real.cos (k * c.d)

/-- The real amplitude of the s-p mixing at wave number `k`. -/
def mix (c : SPChain) (k : ℝ) : ℝ := 2 * c.Vsp * Real.sin (k * c.d)

/-- The Bloch matrix of the sp chain, with off-diagonal elements `± 2i Vsp sin kd`. -/
def bloch (c : SPChain) (k : ℝ) : Matrix (Fin 2) (Fin 2) ℂ :=
  !![(sBand c k : ℂ), Complex.I * (mix c k : ℂ);
     -(Complex.I * (mix c k : ℂ)), (pBand c k : ℂ)]

/-- The square of half the separation between the two bands. -/
def disc (c : SPChain) (k : ℝ) : ℝ := ((sBand c k - pBand c k) / 2) ^ 2 + mix c k ^ 2

/-- The lower energy band of the chain. -/
def lowerBand (c : SPChain) (k : ℝ) : ℝ := (sBand c k + pBand c k) / 2 - √(disc c k)

/-- The closed formula for the slope of the lower band, meant for wave numbers at which
the two bands are separated. -/
def groupVelocity (c : SPChain) (k : ℝ) : ℝ :=
  -c.d * Real.sin (k * c.d) * (c.Vss + c.Vpp +
    (8 * c.Vsp ^ 2 * Real.cos (k * c.d) + (pBand c k - sBand c k) * (c.Vss - c.Vpp))
      / (2 * √(disc c k)))

/-- The free-electron energy at wave number `q`, in units with `ħ = m = 1`. -/
def freeEnergy (q : ℝ) : ℝ := q ^ 2 / 2

/-- The Bloch matrix reproduces free-electron energies at `k = 0` and `k = π/d`, with s the level of
wave number zero and p that of `2π/d` at `k = 0`. This reading is meant for nonzero spacing `d`,
which the definition itself does not require. -/
def MatchesFree (c : SPChain) : Prop :=
  bloch c 0 = !![(freeEnergy 0 : ℂ), 0; 0, (freeEnergy (2 * π / c.d) : ℂ)] ∧
  bloch c (π / c.d) = !![(freeEnergy (π / c.d) : ℂ), 0; 0, (freeEnergy (π / c.d) : ℂ)]

/-- The secular determinant of the chain at a real energy `E`. -/
theorem secular_det (c : SPChain) (k E : ℝ) :
    (bloch c k - (E : ℂ) • (1 : Matrix (Fin 2) (Fin 2) ℂ)).det =
      (((sBand c k - E) * (pBand c k - E) - mix c k ^ 2 : ℝ) : ℂ) := by
  rw [Matrix.det_fin_two]
  simp [bloch]
  linear_combination ((mix c k : ℂ) ^ 2) * Complex.I_sq

/-- The lower band is the smallest real solution of the secular equation. -/
theorem lowerBand_isLeast (c : SPChain) (k : ℝ) :
    IsLeast {E : ℝ | (bloch c k - (E : ℂ) • (1 : Matrix (Fin 2) (Fin 2) ℂ)).det = 0}
      (lowerBand c k) := by
  simp only [secular_det, Complex.ofReal_eq_zero]
  constructor
  · have hr : √(disc c k) ^ 2 = ((sBand c k - pBand c k) / 2) ^ 2 + mix c k ^ 2 :=
      Real.sq_sqrt (by unfold disc; positivity)
    simp only [Set.mem_ofPred_eq, lowerBand]
    linear_combination hr
  · intro E hE
    simp only [Set.mem_ofPred_eq] at hE
    -- a root lies at distance √disc from the mean of the diagonal elements
    have h : ((sBand c k + pBand c k) / 2 - E) ^ 2 ≤ disc c k := by
      apply le_of_eq
      unfold disc
      linear_combination hE
    have h2 := (le_abs_self _).trans (Real.abs_le_sqrt h)
    unfold lowerBand
    linarith

/-- Where the s-p mixing vanishes, the Bloch matrix is a given real diagonal matrix exactly
when the s and p elements have the given values. -/
theorem bloch_eq_diag_iff (c : SPChain) (k x y : ℝ) (hm : mix c k = 0) :
    bloch c k = !![(x : ℂ), 0; 0, (y : ℂ)] ↔ sBand c k = x ∧ pBand c k = y := by
  constructor
  · intro h
    have h0 : (sBand c k : ℂ) = x := congrFun (congrFun h 0) 0
    have h1 : (pBand c k : ℂ) = y := congrFun (congrFun h 1) 1
    exact ⟨Complex.ofReal_injective h0, Complex.ofReal_injective h1⟩
  · rintro ⟨rfl, rfl⟩
    simp [bloch, hm]

/-- For positive spacing, matching the free-electron energies is equivalent to fixed values
of the on-site energies and of the couplings `Vss` and `Vpp`. -/
theorem matchesFree_iff (c : SPChain) (hd : 0 < c.d) :
    MatchesFree c ↔ c.es = π ^ 2 / (4 * c.d ^ 2) ∧ c.Vss = -π ^ 2 / (8 * c.d ^ 2) ∧
      c.ep = 5 * π ^ 2 / (4 * c.d ^ 2) ∧ c.Vpp = 3 * π ^ 2 / (8 * c.d ^ 2) := by
  have hk : π / c.d * c.d = π := div_mul_cancel₀ _ hd.ne'
  have e1 : π ^ 2 / (4 * c.d ^ 2) = (π / c.d) ^ 2 / 4 := by ring
  have e2 : -π ^ 2 / (8 * c.d ^ 2) = -(π / c.d) ^ 2 / 8 := by ring
  have e3 : 5 * π ^ 2 / (4 * c.d ^ 2) = 5 * (π / c.d) ^ 2 / 4 := by ring
  have e4 : 3 * π ^ 2 / (8 * c.d ^ 2) = 3 * (π / c.d) ^ 2 / 8 := by ring
  have e5 : freeEnergy (2 * π / c.d) = 2 * (π / c.d) ^ 2 := by unfold freeEnergy; ring
  have e6 : freeEnergy 0 = 0 := by norm_num [freeEnergy]
  rw [MatchesFree, bloch_eq_diag_iff c 0 _ _ (by simp [mix]),
    bloch_eq_diag_iff c (π / c.d) _ _ (by simp [mix, hk]), e1, e2, e3, e4, e5, e6]
  simp only [sBand, pBand, freeEnergy, hk, zero_mul, Real.cos_zero, Real.cos_pi]
  generalize (π / c.d) ^ 2 = t
  constructor
  · rintro ⟨⟨h1, h2⟩, h3, h4⟩
    refine ⟨?_, ?_, ?_, ?_⟩ <;> linarith
  · rintro ⟨h1, h2, h3, h4⟩
    refine ⟨⟨?_, ?_⟩, ?_, ?_⟩ <;> linarith

/-- Where the two bands are separated, the slope of the lower band is `groupVelocity`, and
the squared half-separation is differentiable at every wave number. -/
theorem hasDerivAt_lowerBand (c : SPChain) (k : ℝ) :
    DifferentiableAt ℝ (disc c) k ∧
      (0 < disc c k → HasDerivAt (lowerBand c) (groupVelocity c k) k) := by
  have hl : HasDerivAt (fun x : ℝ => x * c.d) c.d k := by
    simpa using (hasDerivAt_id' k).mul_const c.d
  have hs : HasDerivAt (sBand c) (2 * c.Vss * (-Real.sin (k * c.d) * c.d)) k :=
    (hl.cos.const_mul (2 * c.Vss)).const_add c.es
  have hp : HasDerivAt (pBand c) (2 * c.Vpp * (-Real.sin (k * c.d) * c.d)) k :=
    (hl.cos.const_mul (2 * c.Vpp)).const_add c.ep
  have hm : HasDerivAt (mix c) (2 * c.Vsp * (Real.cos (k * c.d) * c.d)) k :=
    hl.sin.const_mul (2 * c.Vsp)
  have hD : HasDerivAt (disc c) (c.d * Real.sin (k * c.d) * (8 * c.Vsp ^ 2 *
      Real.cos (k * c.d) + (pBand c k - sBand c k) * (c.Vss - c.Vpp))) k := by
    have e : disc c = fun x => (sBand c x - pBand c x) / 2 * ((sBand c x - pBand c x) / 2)
        + mix c x * mix c x := by
      funext x
      simp only [disc]
      ring
    have hh := (hs.fun_sub hp).div_const 2
    rw [e]
    refine ((hh.fun_mul hh).fun_add (hm.fun_mul hm)).congr_deriv ?_
    simp only [mix]
    ring
  refine ⟨hD.differentiableAt, fun h => ?_⟩
  refine (((hs.fun_add hp).div_const 2).fun_sub (hD.sqrt h.ne')).congr_deriv ?_
  unfold groupVelocity
  ring

/-- If the s level lies below the p level at `k = 0`, the curvature of the lower band there is the
s-band value `-2 Vss d²` minus `8 Vsp² d²` divided by the gap between these levels. -/
theorem curvature_lowerBand (c : SPChain) (h : sBand c 0 < pBand c 0) :
    HasDerivAt (deriv (lowerBand c))
      (-2 * c.Vss * c.d ^ 2 - 8 * c.Vsp ^ 2 * c.d ^ 2 / (pBand c 0 - sBand c 0)) 0 := by
  have hm0 : mix c 0 = 0 := by simp [mix]
  have hD0 : disc c 0 = ((pBand c 0 - sBand c 0) / 2) ^ 2 := by
    rw [disc, hm0]; ring
  have hpos : 0 < disc c 0 := by
    rw [hD0]; exact pow_pos (by linarith) 2
  have hsq : √(disc c 0) = (pBand c 0 - sBand c 0) / 2 := by
    rw [hD0]; exact Real.sqrt_sq (by linarith)
  have hdisc := (hasDerivAt_lowerBand c 0).1
  -- the bands stay separated near k = 0, so the slope formula holds there
  have hev : deriv (lowerBand c) =ᶠ[𝓝 0] groupVelocity c := by
    filter_upwards [hdisc.continuousAt.eventually (lt_mem_nhds hpos)] with k hk
    exact ((hasDerivAt_lowerBand c k).2 hk).deriv
  refine HasDerivAt.congr_of_eventuallyEq ?_ hev
  have hden : DifferentiableAt ℝ (fun k => 2 * √(disc c k)) 0 :=
    (hdisc.sqrt hpos.ne').const_mul 2
  have hnum : DifferentiableAt ℝ (fun k => 8 * c.Vsp ^ 2 * Real.cos (k * c.d) +
      (pBand c k - sBand c k) * (c.Vss - c.Vpp)) 0 := by
    simp only [pBand, sBand]
    fun_prop
  have hne : 2 * √(disc c 0) ≠ 0 := (mul_pos two_pos (Real.sqrt_pos.2 hpos)).ne'
  have hG : DifferentiableAt ℝ (fun k => c.Vss + c.Vpp +
      (8 * c.Vsp ^ 2 * Real.cos (k * c.d) + (pBand c k - sBand c k) * (c.Vss - c.Vpp))
        / (2 * √(disc c k))) 0 := (hnum.div hden hne).const_add _
  have hl : HasDerivAt (fun x : ℝ => x * c.d) c.d 0 := by
    simpa using (hasDerivAt_id' (0 : ℝ)).mul_const c.d
  -- the factor sin kd vanishes at k = 0, so only its own derivative contributes
  refine ((hl.sin.const_mul (-c.d)).fun_mul hG.hasDerivAt).congr_deriv ?_
  have hi : (pBand c 0 - sBand c 0) * (pBand c 0 - sBand c 0)⁻¹ = 1 :=
    mul_inv_cancel₀ (sub_pos.2 h).ne'
  simp only [zero_mul, Real.cos_zero, Real.sin_zero, mul_zero, add_zero, hsq]
  linear_combination (-c.d ^ 2 * (c.Vss - c.Vpp)) * hi

/-- For a chain of positive spacing matched to free electrons, `Vss` and `Vpp` are fixed, and
the lower band has curvature one at `k = 0` exactly for the stated value of `Vsp²`. -/
theorem free_electron_couplings (c : SPChain) (hd : 0 < c.d) (hM : MatchesFree c) :
    c.Vss = -π ^ 2 / (8 * c.d ^ 2) ∧ c.Vpp = 3 * π ^ 2 / (8 * c.d ^ 2) ∧
      (HasDerivAt (deriv (lowerBand c)) 1 0 ↔
        c.Vsp ^ 2 = π ^ 2 * (π ^ 2 - 4) / (16 * c.d ^ 4)) := by
  obtain ⟨hes, hss, hep, hpp⟩ := (matchesFree_iff c hd).1 hM
  refine ⟨hss, hpp, ?_⟩
  have hpi := Real.pi_pos
  have hs0 : sBand c 0 = 0 := by
    rw [sBand, zero_mul, Real.cos_zero, hes, hss]; ring
  have hp0 : pBand c 0 = 2 * π ^ 2 / c.d ^ 2 := by
    rw [pBand, zero_mul, Real.cos_zero, hep, hpp]; ring
  have hK : HasDerivAt (deriv (lowerBand c))
      (π ^ 2 / 4 - 4 * c.Vsp ^ 2 * c.d ^ 4 / π ^ 2) 0 := by
    refine (curvature_lowerBand c (by rw [hs0, hp0]; positivity)).congr_deriv ?_
    rw [hs0, hp0, hss, sub_zero]
    field_simp
    ring
  -- the deviation of the curvature from one is proportional to that of Vsp²
  have key : π ^ 2 / 4 - 4 * c.Vsp ^ 2 * c.d ^ 4 / π ^ 2 - 1 =
      4 * c.d ^ 4 / π ^ 2 * (π ^ 2 * (π ^ 2 - 4) / (16 * c.d ^ 4) - c.Vsp ^ 2) := by
    field_simp
    ring
  constructor
  · intro h1
    have hu := h1.unique hK
    have hz : 4 * c.d ^ 4 / π ^ 2 *
        (π ^ 2 * (π ^ 2 - 4) / (16 * c.d ^ 4) - c.Vsp ^ 2) = 0 := by linarith
    have hc : 0 < 4 * c.d ^ 4 / π ^ 2 := by positivity
    have := (mul_eq_zero.1 hz).resolve_left hc.ne'
    linarith
  · intro hV
    have h0 : π ^ 2 * (π ^ 2 - 4) / (16 * c.d ^ 4) - c.Vsp ^ 2 = 0 := by linarith
    rw [h0, mul_zero] at key
    exact hK.congr_deriv (by linarith)

/-- The sp chain with free-electron couplings at nonzero spacing `d`. -/
def freeChain (d : ℝ) : SPChain where
  es := π ^ 2 / (4 * d ^ 2)
  ep := 5 * π ^ 2 / (4 * d ^ 2)
  Vss := -π ^ 2 / (8 * d ^ 2)
  Vpp := 3 * π ^ 2 / (8 * d ^ 2)
  Vsp := π * √(π ^ 2 - 4) / (4 * d ^ 2)
  d := d

/-- At every positive spacing, `freeChain` matches the free-electron energies and its lower
band has curvature one at `k = 0`. -/
theorem freeChain_witness (d : ℝ) (hd : 0 < d) :
    MatchesFree (freeChain d) ∧ HasDerivAt (deriv (lowerBand (freeChain d))) 1 0 := by
  have hM : MatchesFree (freeChain d) :=
    (matchesFree_iff (freeChain d) hd).2 ⟨rfl, rfl, rfl, rfl⟩
  refine ⟨hM, (free_electron_couplings (freeChain d) hd hM).2.2.2 ?_⟩
  change (π * √(π ^ 2 - 4) / (4 * d ^ 2)) ^ 2 = π ^ 2 * (π ^ 2 - 4) / (16 * d ^ 4)
  rw [div_pow, mul_pow, Real.sq_sqrt (by nlinarith [Real.pi_gt_three])]
  ring

end

end SPChainFreeElectron
```

```lean
#print axioms SPChainFreeElectron.lowerBand_isLeast
-- 'SPChainFreeElectron.lowerBand_isLeast' depends on axioms: [propext, Classical.choice, Quot.sound]
#print axioms SPChainFreeElectron.free_electron_couplings
-- 'SPChainFreeElectron.free_electron_couplings' depends on axioms: [propext, Classical.choice, Quot.sound]
```

## How Lean obtains the band and the couplings

`secular_det` expands the determinant and uses $i^2=-1$. `lowerBand_isLeast` first checks that $E_-$ is a root. It then shows that any real root $E$ satisfies $((S+P)/2-E)^2=D$, so $E$ lies no more than $\sqrt D$ below the mean.

`bloch_eq_diag_iff` turns a matrix equality into two real equations wherever $M=0$. In `matchesFree_iff`, `generalize` replaces $(\pi/d)^2$ by a single variable `t`. The matching conditions are then linear, and `linarith` solves them in both directions.

## How Lean obtains the curvature

`hasDerivAt_lowerBand` assembles the slope from the derivatives of $S$, $P$, $M$ and $D$. It requires $D>0$, since $\sqrt D$ need not be differentiable where $D=0$.

`curvature_lowerBand` assumes $S(0)<P(0)$. Continuity of $D$ keeps the bands separated near $k=0$, so `deriv (lowerBand c)` agrees there with `groupVelocity`. The product rule is applied to $-d\sin kd$ and $G$. The proof needs only that $G$ is differentiable (`hG`), because its derivative is multiplied by zero.

`free_electron_couplings` inserts the matched parameters, which also supply $S(0)<P(0)$. The identity `key` writes the curvature minus one as a positive factor times the difference between the target value and $V_{sp}^2$. For the forward direction, `h1.unique hK` equates the two values of the same derivative, and the positive factor cancels. The reverse direction substitutes the target value.

Finally, `freeChain_witness` takes the positive root for $V_{sp}$. It uses $\pi>3$ to show that the number under the square root is nonnegative, then applies the equivalence.
